# Double integration over a finite centred sweep undercounts the spins of a Lorentzian EPR line

A continuous-wave EPR spectrometer whose field modulation is small compared with the linewidth records, to a good approximation, a signal proportional to the field derivative of the absorption. To count spins, one integrates the spectrum twice, but the sweep ends while the line still has tails. How much of the count is lost?

```lean
import Mathlib

open Real Filter Topology MeasureTheory

namespace FiniteSweepSpinCount

noncomputable section
```

Take a Lorentzian absorption $A(B)$ at field $B$, with centre $B_0$ and half-width at half maximum $w$. The real number $N$ is the spin count in calibrated intensity units.

```lean
/-- Lorentzian absorption line with spin count `N`, half-width `w > 0` and centre `B₀`, as a
function of the field `B`. -/
def absorption (N w B₀ B : ℝ) : ℝ := N / (π * w) * (1 + ((B - B₀) / w) ^ 2)⁻¹
```

The signal is the exact derivative $A'$: noise, baseline drift, saturation and modulation broadening are left out.

```lean
/-- The continuous-wave spectrum: the field derivative of the absorption line, for `w > 0`. -/
def cwSignal (N w B₀ : ℝ) : ℝ → ℝ := deriv (absorption N w B₀)
```

For a spectrum $s$ swept from $a$ to $b$, write $D_{a,b}[s]=\int_a^b\!\int_a^B s(t)\,dt\,dB$. Both integrals start from zero at $a$, and no baseline is corrected in between.

```lean
/-- Double integration of a recorded spectrum `s` over the sweep from `a` to `b`,
each integral starting from zero at `a`. -/
def doubleIntegral (s : ℝ → ℝ) (a b : ℝ) : ℝ := ∫ B in a..b, ∫ t in a..B, s t
```

The sweep runs from $B_0-L$ to $B_0+L$, and $r=L/w$. One function of $r$, written $R(r)$ below, gets a name:

```lean
/-- The fraction `(2/π) (arctan r - r/(1+r²))`, as a function of the ratio `r` of
half-sweep to half-width. -/
def recoveredFraction (r : ℝ) : ℝ := 2 / π * (arctan r - r / (1 + r ^ 2))
```

## (a) The area of the whole line

Show that, for $w>0$, $$\int_{-\infty}^{\infty}A(B)\,dB=N.$$

Put $u=(B-B_0)/w$, so $dB=w\,du$. The integral becomes $\frac{N}{\pi}\int_{-\infty}^{\infty}\frac{du}{1+u^2}=\frac N\pi\,\pi=N$. In Lean, `h1` shifts the centre and `h2` rescales the width.

```lean
/-- The area under the whole absorption line of half-width `w > 0` is the spin count `N`. -/
theorem integral_absorption (N B₀ : ℝ) {w : ℝ} (hw : 0 < w) :
    ∫ B, absorption N w B₀ B = N := by
  unfold absorption
  rw [integral_const_mul]
  -- shift the centre to zero, then rescale by the width
  have h1 : ∫ B : ℝ, (1 + ((B - B₀) / w) ^ 2)⁻¹ = ∫ B : ℝ, (1 + (B / w) ^ 2)⁻¹ :=
    integral_sub_right_eq_self (fun x : ℝ => (1 + (x / w) ^ 2)⁻¹) B₀
  have h2 : ∫ B : ℝ, (1 + (B / w) ^ 2)⁻¹ = |w| • ∫ B : ℝ, (1 + B ^ 2)⁻¹ :=
    Measure.integral_comp_div (fun x : ℝ => (1 + x ^ 2)⁻¹) w
  rw [h1, h2, integral_univ_inv_one_add_sq, abs_of_pos hw, smul_eq_mul]
  field_simp
```

## (b) Double integration of any smooth line

Show that, for a continuously differentiable $f$, $$D_{a,b}[f']=\int_a^b f(B)\,dB-(b-a)f(a).$$

The inner integral is $f(B)-f(a)$, which is `h` in the code. Integrating the constant $f(a)$ over the sweep gives the subtracted rectangle. A finite sweep centred on a symmetric, single-peaked absorption line with tails beyond the sweep therefore loses those tails and also a strip under the line.

```lean
/-- For any continuously differentiable line `f`, double integration of its derivative gives
the area inside the sweep minus the sweep width times the absorption at the starting edge. -/
theorem doubleIntegral_deriv {f : ℝ → ℝ} (hf : ContDiff ℝ 1 f) (a b : ℝ) :
    doubleIntegral (deriv f) a b = (∫ B in a..b, f B) - (b - a) * f a := by
  have h : ∀ B, ∫ t in a..B, deriv f t = f B - f a := fun B =>
    intervalIntegral.integral_deriv_eq_sub
      (fun x _ => hf.differentiable (by simp) x)
      ((hf.continuous_deriv (by simp)).intervalIntegrable _ _)
  unfold doubleIntegral
  simp only [h]
  rw [intervalIntegral.integral_sub (hf.continuous.intervalIntegrable _ _)
    (continuous_const.intervalIntegrable _ _), intervalIntegral.integral_const, smul_eq_mul]
```

## (c) The Lorentzian in closed form

Show that $$D_{B_0-L,\,B_0+L}[A']=N\,R(L/w),\qquad R(r)=\frac2\pi\Big(\arctan r-\frac{r}{1+r^2}\Big).$$

An antiderivative of $A$ is $\frac N\pi\arctan\frac{B-B_0}{w}$ (`hd`), so the area in the window is $\frac{2N}{\pi}\arctan r$. At the starting edge $A=\frac{N}{\pi w(1+r^2)}$ (`he`); times the sweep width $2L$, this is $\frac{2N}{\pi}\frac{r}{1+r^2}$. Subtract, using (b). The Lean statement has no hypothesis on $w$: at $w=0$, division by zero returns zero and both sides vanish.

```lean
/-- Double integration of the spectrum over a sweep of half-length `L` about the line centre
gives `N` times the recovered fraction at `L / w`. -/
theorem doubleIntegral_cwSignal (N w B₀ L : ℝ) :
    doubleIntegral (cwSignal N w B₀) (B₀ - L) (B₀ + L) = N * recoveredFraction (L / w) := by
  have hc : ContDiff ℝ 1 (absorption N w B₀) := by
    unfold absorption
    exact contDiff_const.mul (ContDiff.inv (by fun_prop) (fun x => by positivity))
  -- the antiderivative of the line is an arctangent
  have hd : ∀ B, HasDerivAt (fun B => N / π * arctan ((B - B₀) / w))
      (absorption N w B₀ B) B := by
    intro B
    have h := ((((hasDerivAt_id B).sub_const B₀).div_const w).arctan).const_mul (N / π)
    refine h.congr_deriv ?_
    simp only [absorption, id]
    ring
  have hp : (B₀ + L - B₀) / w = L / w := by ring
  have hm : (B₀ - L - B₀) / w = -(L / w) := by ring
  have he : absorption N w B₀ (B₀ - L) = N / (π * w) * (1 + (L / w) ^ 2)⁻¹ := by
    unfold absorption
    rw [hm, neg_sq]
  rw [cwSignal, doubleIntegral_deriv hc,
    intervalIntegral.integral_eq_sub_of_hasDerivAt (fun x _ => hd x)
      (hc.continuous.intervalIntegrable _ _), he, hp, hm, arctan_neg, recoveredFraction]
  ring
```

## (d) A lower bound for the arctangent

Show that, for $x>0$, $$\frac{x}{1+x^2}<\arctan x.$$

Let $\theta=\arctan x>0$. Then $\sin\theta\cos\theta=\frac{x}{1+x^2}$ (`he`), and $2\sin\theta\cos\theta=\sin2\theta<2\theta$. Halve both sides.

```lean
/-- For `x > 0`, the arctangent exceeds `x / (1 + x²)`. -/
theorem div_lt_arctan {x : ℝ} (hx : 0 < x) : x / (1 + x ^ 2) < arctan x := by
  have h0 : 0 < arctan x := by
    rw [← arctan_zero]
    exact arctan_strictMono hx
  -- with θ = arctan x the claim reads sin 2θ < 2θ
  have h := sin_lt (show 0 < 2 * arctan x by linarith)
  have hs : √(1 + x ^ 2) * √(1 + x ^ 2) = 1 + x ^ 2 := mul_self_sqrt (by positivity)
  have he : sin (arctan x) * cos (arctan x) = x / (1 + x ^ 2) := by
    rw [sin_arctan, cos_arctan, div_mul_div_comm, hs, mul_one]
  rw [sin_two_mul, mul_assoc, he] at h
  linarith
```

## (e) Bounds on the missing fraction

Show that, for $r>0$, $$\frac4\pi\,\frac{r}{1+r^2}<1-R(r)<\frac{4}{\pi r}.$$

Since $\frac\pi2-\arctan r=\arctan\frac1r$, $$1-R(r)=\frac2\pi\Big(\arctan\frac1r+\frac{r}{1+r^2}\Big),$$ tails plus rectangle. Part (d) at $x=1/r$ gives $\frac{r}{1+r^2}<\arctan\frac1r$ (`hlow`), hence the lower bound. For the upper one, $\varphi<\tan\varphi$ at $\varphi=\arctan\frac1r$ gives $\arctan\frac1r<\frac1r$ (`hup`), and $r^2<1+r^2$ gives $\frac{r}{1+r^2}<\frac1r$ (`hq`).

For a single ideal Lorentzian swept ten half-widths to each side, the loss is thus between 12.6% and 12.8%, which matters in quantitative EPR.

```lean
/-- For `r > 0`, the missing fraction lies strictly between `(4/π) r/(1+r²)` and `4/(π r)`. -/
theorem missingFraction_bounds {r : ℝ} (hr : 0 < r) :
    4 / π * (r / (1 + r ^ 2)) < 1 - recoveredFraction r ∧
      1 - recoveredFraction r < 4 / (π * r) := by
  have hi : 0 < r⁻¹ := inv_pos.mpr hr
  have hr1 : r * r⁻¹ = 1 := mul_inv_cancel₀ hr.ne'
  have hp : 0 < 2 / π := by positivity
  have hπ : 2 / π * (π / 2) = 1 := by field_simp
  have h : 1 - recoveredFraction r = 2 / π * (arctan r⁻¹ + r / (1 + r ^ 2)) := by
    rw [arctan_inv_of_pos hr, recoveredFraction]
    linear_combination (-1) * hπ
  have hlow : r / (1 + r ^ 2) < arctan r⁻¹ := by
    have e : r⁻¹ / (1 + r⁻¹ ^ 2) = r / (1 + r ^ 2) := by
      rw [div_eq_div_iff (by positivity) (by positivity)]
      linear_combination (r - r⁻¹) * hr1
    rw [← e]
    exact div_lt_arctan hi
  have hup : arctan r⁻¹ < r⁻¹ := by
    have h0 : 0 < arctan r⁻¹ := lt_trans (by positivity) hlow
    have ht := lt_tan h0 (arctan_lt_pi_div_two _)
    rwa [tan_arctan] at ht
  have hq : r / (1 + r ^ 2) < r⁻¹ := by
    rw [div_lt_iff₀ (by positivity)]
    have e : r⁻¹ * (1 + r ^ 2) = r⁻¹ + r := by linear_combination r * hr1
    linarith
  rw [h]
  constructor
  · rw [show 4 / π * (r / (1 + r ^ 2)) = 2 / π * (r / (1 + r ^ 2) + r / (1 + r ^ 2)) by ring]
    exact mul_lt_mul_of_pos_left (by linarith) hp
  · rw [show 4 / (π * r) = 2 / π * (r⁻¹ + r⁻¹) by ring]
    exact mul_lt_mul_of_pos_left (by linarith) hp
```

## (f) The undercount

Show that, for $N,w,L>0$, $$0<D_{B_0-L,\,B_0+L}[A']<N.$$

By (c) the middle term is $N\,R(r)$. Part (d) gives $R(r)>0$, and the positive lower bound in (e) gives $R(r)<1$.

```lean
/-- Finite sweeps about the centre of a Lorentzian line undercount spins: for positive spin count,
half-width and half-sweep, the doubly integrated spectrum is positive but strictly below the spin
count `N`. -/
theorem finite_sweep_undercounts {N w L : ℝ} (B₀ : ℝ) (hN : 0 < N) (hw : 0 < w) (hL : 0 < L) :
    0 < doubleIntegral (cwSignal N w B₀) (B₀ - L) (B₀ + L) ∧
      doubleIntegral (cwSignal N w B₀) (B₀ - L) (B₀ + L) < N := by
  have hr : 0 < L / w := div_pos hL hw
  rw [doubleIntegral_cwSignal]
  constructor
  · exact mul_pos hN (mul_pos (by positivity) (sub_pos.mpr (div_lt_arctan hr)))
  · have h1 := (missingFraction_bounds hr).1
    have h2 : 0 < 4 / π * (L / w / (1 + (L / w) ^ 2)) := by positivity
    exact mul_lt_of_lt_one_right hN (by linarith)
```

## (g) The loss for wide sweeps

Show that, for $N\neq0$ and $w>0$, $$\lim_{L\to\infty}\Big(1-\frac{D_{B_0-L,\,B_0+L}[A']}{N}\Big)\frac Lw=\frac4\pi.$$

Multiply (e) by $r$. The upper bound becomes $\frac4\pi$. The lower becomes $\frac4\pi\frac{r^2}{1+r^2}$, which for $r\ge1$ is at least $\frac4\pi\big(1-\frac1r\big)$. Both ends tend to $\frac4\pi$.

```lean
/-- For `N ≠ 0` and `w > 0`, the missing fraction of the spin count, multiplied by the
half-sweep in units of the half-width, tends to `4/π` as the sweep grows. -/
theorem tendsto_missingFraction {N w : ℝ} (B₀ : ℝ) (hN : N ≠ 0) (hw : 0 < w) :
    Tendsto (fun L => (1 - doubleIntegral (cwSignal N w B₀) (B₀ - L) (B₀ + L) / N) * (L / w))
      atTop (𝓝 (4 / π)) := by
  have hlim : Tendsto (fun r : ℝ => 4 / π * (1 - r⁻¹)) atTop (𝓝 (4 / π)) := by
    have h1 : Tendsto (fun r : ℝ => 1 - r⁻¹) atTop (𝓝 (1 - 0)) :=
      tendsto_const_nhds.sub tendsto_inv_atTop_zero
    simpa using h1.const_mul (4 / π)
  -- squeeze between the two bounds on the missing fraction
  have key : Tendsto (fun r => (1 - recoveredFraction r) * r) atTop (𝓝 (4 / π)) := by
    refine tendsto_of_tendsto_of_tendsto_of_le_of_le' hlim tendsto_const_nhds ?_ ?_
    · filter_upwards [eventually_ge_atTop (1 : ℝ)] with r h1
      have hr : 0 < r := by linarith
      have hi : 0 < r⁻¹ := inv_pos.mpr hr
      have e : r⁻¹ * (1 + r ^ 2) = r⁻¹ + r := by
        linear_combination r * mul_inv_cancel₀ hr.ne'
      have hq : 1 - r⁻¹ ≤ r / (1 + r ^ 2) * r := by
        rw [div_mul_eq_mul_div, le_div_iff₀ (by positivity)]
        nlinarith
      calc 4 / π * (1 - r⁻¹) ≤ 4 / π * (r / (1 + r ^ 2) * r) :=
            mul_le_mul_of_nonneg_left hq (by positivity)
        _ = 4 / π * (r / (1 + r ^ 2)) * r := by ring
        _ ≤ (1 - recoveredFraction r) * r :=
            mul_le_mul_of_nonneg_right (missingFraction_bounds hr).1.le hr.le
    · filter_upwards [eventually_gt_atTop (0 : ℝ)] with r hr
      calc (1 - recoveredFraction r) * r ≤ 4 / (π * r) * r :=
            mul_le_mul_of_nonneg_right (missingFraction_bounds hr).2.le hr.le
        _ = 4 / π := by field_simp
  have hs : Tendsto (fun L : ℝ => L / w) atTop atTop := tendsto_id.atTop_div_const hw
  refine (key.comp hs).congr (fun L => ?_)
  simp only [Function.comp_apply, doubleIntegral_cwSignal, mul_div_cancel_left₀ _ hN]
```

The squeeze is `tendsto_of_tendsto_of_tendsto_of_le_of_le'`. It takes two limits and two inequalities, and the final prime marks the version in which the inequalities need hold only eventually. `filter_upwards` can therefore restrict to $r\ge1$ for one bound and $r>0$ for the other, with nothing to prove at negative $r$. Then `key.comp hs` substitutes $r=L/w$.

## (h) The line $1/(1+x^2)$

Show that, for $L>0$, $$D_{-L,L}\Big[\frac{d}{dx}\frac1{1+x^2}\Big]=2\arctan L-\frac{2L}{1+L^2}<\pi.$$

This is $A$ with $N=\pi$, $w=1$, $B_0=0$ (`e`). Part (c) gives the value $\pi R(L)$, and (f) the inequality.

```lean
/-- For the line `1/(1+x²)` and `L > 0`, double integration of the derivative over `[-L, L]`
gives `2 arctan L - 2L/(1+L²)`, which is less than `π`. -/
theorem unit_line {L : ℝ} (hL : 0 < L) :
    doubleIntegral (deriv fun x : ℝ => 1 / (1 + x ^ 2)) (-L) L
        = 2 * arctan L - 2 * L / (1 + L ^ 2) ∧
      2 * arctan L - 2 * L / (1 + L ^ 2) < π := by
  have e : (fun x : ℝ => 1 / (1 + x ^ 2)) = absorption π 1 0 := by
    funext x
    simp [absorption, pi_ne_zero]
  have hπ : π * (2 / π) = 2 := by field_simp
  have h := doubleIntegral_cwSignal π 1 0 L
  have hlt := (finite_sweep_undercounts 0 pi_pos one_pos hL).2
  simp only [zero_sub, zero_add, div_one, cwSignal] at h hlt
  have hv : π * recoveredFraction L = 2 * arctan L - 2 * L / (1 + L ^ 2) := by
    rw [recoveredFraction]
    linear_combination (arctan L - L / (1 + L ^ 2)) * hπ
  rw [e, ← hv]
  exact ⟨h, h ▸ hlt⟩

end

end FiniteSweepSpinCount
```

```lean
#print axioms FiniteSweepSpinCount.integral_absorption
-- 'FiniteSweepSpinCount.integral_absorption' depends on axioms: [propext, Classical.choice, Quot.sound]
#print axioms FiniteSweepSpinCount.finite_sweep_undercounts
-- 'FiniteSweepSpinCount.finite_sweep_undercounts' depends on axioms: [propext, Classical.choice, Quot.sound]
#print axioms FiniteSweepSpinCount.tendsto_missingFraction
-- 'FiniteSweepSpinCount.tendsto_missingFraction' depends on axioms: [propext, Classical.choice, Quot.sound]
#print axioms FiniteSweepSpinCount.unit_line
-- 'FiniteSweepSpinCount.unit_line' depends on axioms: [propext, Classical.choice, Quot.sound]
```
